# Sonin–Pólya theorem for ψ'' + qψ = 0: critical amplitudes of a real solution do not grow to the right on an interval where q > 0 and q' ≥ 0

## Peaks that grow in a numerical solution

Suppose that a program integrates the stationary Schrödinger equation from left to right through a classically allowed region where the potential falls, and that the peaks of $|\psi|$ come out higher and higher. An upper bound on the amplitude, valid for every exact solution, would help to tell whether the potential causes this growth or the program does. Write the equation as $\psi''+q\psi=0$, so that $q$ increases where the potential falls. The quantity $\psi'^2+q\psi^2$, which is conserved when $q$ is constant, can increase when $q$ increases. Its monotonicity then bounds later peaks from below, not from above.

Dividing by $q$ gives a quantity whose monotonicity bounds them from above. For one particle in one dimension, with a real wave function and a differentiable potential, it shows that an exact solution cannot have such growing peaks, which makes peak heights a simple check on an integrator, provided that the peaks are resolved between the grid points.

## The equation and two quadratic quantities

Let $D$ be an interval of the real line and let the real function $\psi$ satisfy

$$\psi''(x)+q(x)\psi(x)=0,\qquad x\in D .$$

For a particle of mass $m$ and energy $E$ in a potential $V$, the coefficient is $q=2m(E-V)/\hbar^2$, the square of the local wave number. It is proportional to the classical kinetic energy $E-V$. The condition $q>0$ means that the region is classically allowed, and $q'\ge 0$ means that the potential does not rise to the right.

Define the Sonin function and its companion by

$$S=\psi^2+\frac{\psi'^2}{q},\qquad P=\psi'^2+q\psi^2 .$$

At a critical point, where $\psi'=0$, they reduce to $S=\psi^2$ and $P=q\psi^2$.

## Two derivatives and their signs

Assume that $q$ is differentiable with $q>0$ and $q'\ge 0$ on $D$. Differentiate $S$ and insert $\psi''=-q\psi$:

$$S'=2\psi\psi'+\frac{2\psi'\psi''}{q}-\frac{q'\psi'^2}{q^2}
=2\psi\psi'-2\psi\psi'-\frac{q'\psi'^2}{q^2}
=-\frac{q'\psi'^2}{q^2}\le 0 .$$

The same substitution in $P$ gives

$$P'=2\psi'\psi''+q'\psi^2+2q\psi\psi'
=-2q\psi\psi'+q'\psi^2+2q\psi\psi'
=q'\psi^2\ge 0 .$$

So $S$ is nonincreasing and $P$ is nondecreasing on $D$. Now take $x\le y$ in $D$. If $x$ is a critical point, then

$$\psi(y)^2\le S(y)\le S(x)=\psi(x)^2,$$

hence $|\psi(y)|\le|\psi(x)|$. The later point $y$ need not be critical. If instead $y$ is a critical point, then

$$q(x)\psi(x)^2\le P(x)\le P(y)=q(y)\psi(y)^2 .$$

This second bound does not use the sign of $q$.

When both points are critical and the region is allowed, the factor $2m/\hbar^2$ cancels and the two bounds enclose the later amplitude:

$$\sqrt{\frac{E-V(x)}{E-V(y)}}\;|\psi(x)|\le|\psi(y)|\le|\psi(x)| .$$

## When the decrease is strict

Let $q>0$ and $q'>0$ on $D$, let $x<y$ be points of $D$, and let $\psi(x)$ and $\psi'(x)$ not both be zero. Then $S(y)<S(x)$.

Suppose that $S(y)\ge S(x)$. For every $z$ between $x$ and $y$, monotonicity gives $S(x)\ge S(z)\ge S(y)\ge S(x)$, so $S$ is constant there and $S'(z)=0$. Since $q'(z)>0$, the formula for $S'$ forces $\psi'(z)=0$. This holds throughout the open interval, so $\psi''(z)=0$ as well, and the equation gives $q(z)\psi(z)=0$, hence $\psi(z)=0$. Therefore $S(x)=S(z)=0$. Both terms of $S(x)$ are nonnegative, so $\psi(x)=\psi'(x)=0$, a contradiction.

## Growing peaks when q decreases

Without the condition $q'\ge 0$ the amplitude bound can fail. On $x>0$ take

$$q(x)=\frac{5}{4x^2},\qquad \psi(x)=\sqrt{x}\,\cos(\ln x).$$

This solves the equation with $q>0$ but $q'<0$. Its critical points satisfy $\tan(\ln x)=\tfrac12$, so each is $e^{\pi}$ times the one before. From one to the next, $|\psi|$ is multiplied by $e^{\pi/2}\approx 4.8$. On all of $x>0$ this function is not normalisable. Between hard walls at its zeros $x=e^{-\pi/2}$ and $x=e^{3\pi/2}$ it is, and two of the critical points lie between them.

## How Lean states the hypotheses

The set `D` with `Convex ℝ D` is an interval of any kind: open or closed, bounded or not, even a single point or empty. The functions are defined on all of `ℝ`, but the conditions are imposed only on `D`.

In `SolvesWave D q ψ ψ'`, the name `ψ'` denotes a second function. The first field says that it is the derivative of `ψ`, and the second that its own derivative is `-(q x * ψ x)`. Likewise, `q'` is tied to `q` by `HasDerivAt`; it need not be continuous. These derivatives are two-sided, also at an endpoint that belongs to `D`. For a wave function that is set to zero beyond a hard wall, `D` should therefore exclude the wall.

`AntitoneOn (sonin q ψ ψ') D` says that $S$ is nonincreasing on `D`. In `schrodinger_amplitude`, the constants `hbar` and `m` are arbitrary positive numbers, `hE` says that the region is allowed, and `hV'` that the potential does not rise. The conclusion joins the amplitude bound to the bound on $(E-V)\psi^2$ for two critical points $x\le y$.

No normalisation or boundary condition is assumed, and the existence of critical points is not claimed. Potentials with jumps in `D` are excluded. The Sonin–Pólya theorem is commonly stated for $(p\psi')'+q\psi=0$ with $pq$ monotone; here $p=1$, so a position-dependent mass is not treated.

## The Lean file

```lean
import Mathlib

open Set

namespace SoninPolya

noncomputable section

/-- The real function `ψ`, with derivative `ψ'`, solves `ψ'' + q ψ = 0` at every point of `D`. -/
structure SolvesWave (D : Set ℝ) (q ψ ψ' : ℝ → ℝ) : Prop where
  deriv_psi : ∀ x ∈ D, HasDerivAt ψ (ψ' x) x
  deriv_psi' : ∀ x ∈ D, HasDerivAt ψ' (-(q x * ψ x)) x

/-- The Sonin function `ψ² + ψ'² / q`. -/
def sonin (q ψ ψ' : ℝ → ℝ) (x : ℝ) : ℝ := ψ x ^ 2 + ψ' x ^ 2 / q x

/-- The companion function `ψ'² + q ψ²`. -/
def companion (q ψ ψ' : ℝ → ℝ) (x : ℝ) : ℝ := ψ' x ^ 2 + q x * ψ x ^ 2

variable {D : Set ℝ} {q q' ψ ψ' : ℝ → ℝ} {x y : ℝ}

/-- The derivative of the square of a function is `2 f f'`. -/
private lemma hasDerivAt_sq {f : ℝ → ℝ} {d : ℝ} (h : HasDerivAt f d x) :
    HasDerivAt (fun t => f t ^ 2) (2 * f x * d) x := by
  have e : (fun t => f t ^ 2) = fun t => f t * f t := by
    funext t
    ring
  rw [e]
  exact (h.fun_mul h).congr_deriv (by ring)

/-- At a point where `q > 0`, the Sonin function of a solution has derivative `-q' ψ'² / q²`. -/
theorem hasDerivAt_sonin (h : SolvesWave D q ψ ψ') (hx : x ∈ D) (hpos : 0 < q x)
    (hq : HasDerivAt q (q' x) x) :
    HasDerivAt (sonin q ψ ψ') (-(q' x * ψ' x ^ 2 / q x ^ 2)) x := by
  have hne : q x ≠ 0 := hpos.ne'
  change HasDerivAt (fun t => ψ t ^ 2 + ψ' t ^ 2 / q t) _ x
  refine ((hasDerivAt_sq (h.deriv_psi x hx)).fun_add
    ((hasDerivAt_sq (h.deriv_psi' x hx)).fun_div hq hne)).congr_deriv ?_
  field_simp
  ring

/-- Along a solution the companion function changes at the rate `q' ψ²`. -/
theorem hasDerivAt_companion (h : SolvesWave D q ψ ψ') (hx : x ∈ D)
    (hq : HasDerivAt q (q' x) x) :
    HasDerivAt (companion q ψ ψ') (q' x * ψ x ^ 2) x := by
  change HasDerivAt (fun t => ψ' t ^ 2 + q t * ψ t ^ 2) _ x
  exact ((hasDerivAt_sq (h.deriv_psi' x hx)).fun_add
    (hq.fun_mul (hasDerivAt_sq (h.deriv_psi x hx)))).congr_deriv (by ring)

/-- Sonin-Polya theorem: if `q` is positive with `q' ≥ 0` on an interval, then
`ψ² + ψ'² / q` is nonincreasing there for every real solution of `ψ'' + q ψ = 0`. -/
theorem sonin_antitoneOn (hD : Convex ℝ D) (h : SolvesWave D q ψ ψ')
    (hpos : ∀ x ∈ D, 0 < q x) (hq : ∀ x ∈ D, HasDerivAt q (q' x) x)
    (hq' : ∀ x ∈ D, 0 ≤ q' x) : AntitoneOn (sonin q ψ ψ') D := by
  have hd := fun x (hx : x ∈ D) => hasDerivAt_sonin h hx (hpos x hx) (hq x hx)
  refine antitoneOn_of_deriv_nonpos hD
    (fun x hx => (hd x hx).continuousAt.continuousWithinAt)
    (fun x hx => (hd x (interior_subset hx)).differentiableAt.differentiableWithinAt) ?_
  intro x hx
  rw [(hd x (interior_subset hx)).deriv]
  have h0 := hq' x (interior_subset hx)
  exact neg_nonpos.mpr (div_nonneg (mul_nonneg h0 (sq_nonneg _)) (sq_nonneg _))

/-- For a solution with `q > 0` and `q' ≥ 0` on an interval, the value of `|ψ|` at a critical point
bounds `|ψ|` at every later point of the interval. -/
theorem abs_le_of_critical (hD : Convex ℝ D) (h : SolvesWave D q ψ ψ')
    (hpos : ∀ x ∈ D, 0 < q x) (hq : ∀ x ∈ D, HasDerivAt q (q' x) x)
    (hq' : ∀ x ∈ D, 0 ≤ q' x) (hx : x ∈ D) (hy : y ∈ D) (hxy : x ≤ y)
    (hcrit : ψ' x = 0) : |ψ y| ≤ |ψ x| := by
  have hS := sonin_antitoneOn hD h hpos hq hq' hx hy hxy
  have hk : 0 ≤ ψ' y ^ 2 / q y := div_nonneg (sq_nonneg _) (hpos y hy).le
  have hSx : sonin q ψ ψ' x = ψ x ^ 2 := by simp [sonin, hcrit]
  rw [hSx] at hS
  unfold sonin at hS
  exact sq_le_sq.mp (by linarith)

/-- For a solution with `q' ≥ 0` on an interval, `q ψ²` at a critical point is at least as large as
`q ψ²` at every earlier point. -/
theorem weighted_sq_le_of_critical (hD : Convex ℝ D) (h : SolvesWave D q ψ ψ')
    (hq : ∀ x ∈ D, HasDerivAt q (q' x) x) (hq' : ∀ x ∈ D, 0 ≤ q' x)
    (hx : x ∈ D) (hy : y ∈ D) (hxy : x ≤ y) (hcrit : ψ' y = 0) :
    q x * ψ x ^ 2 ≤ q y * ψ y ^ 2 := by
  have hd := fun x (hx : x ∈ D) => hasDerivAt_companion h hx (hq x hx)
  have hmono : MonotoneOn (companion q ψ ψ') D := by
    refine monotoneOn_of_deriv_nonneg hD
      (fun x hx => (hd x hx).continuousAt.continuousWithinAt)
      (fun x hx => (hd x (interior_subset hx)).differentiableAt.differentiableWithinAt) ?_
    intro x hx
    rw [(hd x (interior_subset hx)).deriv]
    exact mul_nonneg (hq' x (interior_subset hx)) (sq_nonneg _)
  have hP := hmono hx hy hxy
  unfold companion at hP
  rw [hcrit] at hP
  nlinarith [sq_nonneg (ψ' x)]

/-- For a solution with `q > 0` and `q' > 0` on an interval, if `ψ`, `ψ'` do not both vanish at `x`,
the Sonin function is strictly smaller at every later point. -/
theorem sonin_lt (hD : Convex ℝ D) (h : SolvesWave D q ψ ψ')
    (hpos : ∀ x ∈ D, 0 < q x) (hq : ∀ x ∈ D, HasDerivAt q (q' x) x)
    (hq' : ∀ x ∈ D, 0 < q' x) (hx : x ∈ D) (hy : y ∈ D) (hxy : x < y)
    (hne : ψ x ≠ 0 ∨ ψ' x ≠ 0) : sonin q ψ ψ' y < sonin q ψ ψ' x := by
  have hanti := sonin_antitoneOn hD h hpos hq (fun z hz => (hq' z hz).le)
  by_contra hcon
  have hle := not_lt.mp hcon
  have hsub : ∀ z ∈ Ioo x y, z ∈ D := fun z hz =>
    hD.ordConnected.out hx hy ⟨hz.1.le, hz.2.le⟩
  -- without a strict drop the Sonin function is constant between the two points
  have hconst : ∀ z ∈ Ioo x y, sonin q ψ ψ' z = sonin q ψ ψ' x := fun z hz =>
    le_antisymm (hanti hx (hsub z hz) hz.1.le) (hle.trans (hanti (hsub z hz) hy hz.2.le))
  -- hence the slope of the wave function vanishes there
  have hslope : ∀ z ∈ Ioo x y, ψ' z = 0 := by
    intro z hz
    have hzD := hsub z hz
    have hev : sonin q ψ ψ' =ᶠ[nhds z] fun _ => sonin q ψ ψ' x :=
      Filter.mem_of_superset (Ioo_mem_nhds hz.1 hz.2) hconst
    have h0 := (hasDerivAt_sonin h hzD (hpos z hzD) (hq z hzD)).unique
      ((hasDerivAt_const z (sonin q ψ ψ' x)).congr_of_eventuallyEq hev)
    by_contra hz0
    have hp : 0 < q' z * ψ' z ^ 2 / q z ^ 2 :=
      div_pos (mul_pos (hq' z hzD) (sq_pos_of_ne_zero hz0)) (pow_pos (hpos z hzD) 2)
    linarith
  -- and the wave equation forces the wave function itself to vanish
  obtain ⟨m, hm⟩ := exists_between hxy
  have hmI : m ∈ Ioo x y := hm
  have hmD := hsub m hmI
  have hev : ψ' =ᶠ[nhds m] fun _ => (0 : ℝ) :=
    Filter.mem_of_superset (Ioo_mem_nhds hm.1 hm.2) hslope
  have h1 := (h.deriv_psi' m hmD).unique
    ((hasDerivAt_const m (0 : ℝ)).congr_of_eventuallyEq hev)
  have hψm : ψ m = 0 :=
    (mul_eq_zero.mp (neg_eq_zero.mp h1)).resolve_left (hpos m hmD).ne'
  have hS : sonin q ψ ψ' x = 0 := by
    rw [← hconst m hmI]
    simp [sonin, hψm, hslope m hmI]
  unfold sonin at hS
  have hqx := hpos x hx
  rcases hne with h2 | h2
  · have := sq_pos_of_ne_zero h2
    have := div_nonneg (sq_nonneg (ψ' x)) hqx.le
    linarith
  · have := div_pos (sq_pos_of_ne_zero h2) hqx
    have := sq_nonneg (ψ x)
    linarith

/-- For the stationary Schrödinger equation in a classically allowed interval with nonincreasing
potential, let `x ≤ y` be critical points of a real solution. Then `|ψ|` is no larger at `y` than at
`x`, and `(E - V) ψ²` is no smaller at `y` than at `x`. -/
theorem schrodinger_amplitude {V V' ψ'' : ℝ → ℝ} {hbar m E : ℝ} (hb : 0 < hbar) (hm : 0 < m)
    (hD : Convex ℝ D) (hψ : ∀ x ∈ D, HasDerivAt ψ (ψ' x) x)
    (hψ' : ∀ x ∈ D, HasDerivAt ψ' (ψ'' x) x)
    (hS : ∀ x ∈ D, -(hbar ^ 2 / (2 * m)) * ψ'' x + V x * ψ x = E * ψ x)
    (hV : ∀ x ∈ D, HasDerivAt V (V' x) x) (hV' : ∀ x ∈ D, V' x ≤ 0)
    (hE : ∀ x ∈ D, V x < E) (hx : x ∈ D) (hy : y ∈ D) (hxy : x ≤ y)
    (hcx : ψ' x = 0) (hcy : ψ' y = 0) :
    |ψ y| ≤ |ψ x| ∧ (E - V x) * ψ x ^ 2 ≤ (E - V y) * ψ y ^ 2 := by
  obtain ⟨c, hc, hk⟩ : ∃ c : ℝ, 0 < c ∧ c * (hbar ^ 2 / (2 * m)) = 1 :=
    ⟨(hbar ^ 2 / (2 * m))⁻¹, by positivity, inv_mul_cancel₀ (by positivity)⟩
  -- the squared local wave number is `c (E - V)`
  have hw : SolvesWave D (fun t => c * (E - V t)) ψ ψ' := by
    refine ⟨hψ, fun t ht => (hψ' t ht).congr_deriv ?_⟩
    linear_combination (-c) * hS t ht - ψ'' t * hk
  have hq : ∀ t ∈ D, HasDerivAt (fun t => c * (E - V t)) ((fun t => c * (-V' t)) t) t :=
    fun t ht => ((hV t ht).const_sub E).const_mul c
  have hq' : ∀ t ∈ D, 0 ≤ (fun t => c * (-V' t)) t :=
    fun t ht => mul_nonneg hc.le (neg_nonneg.mpr (hV' t ht))
  refine ⟨abs_le_of_critical hD hw (fun t ht => mul_pos hc (sub_pos.mpr (hE t ht)))
    hq hq' hx hy hxy hcx, ?_⟩
  have h2 : c * (E - V x) * ψ x ^ 2 ≤ c * (E - V y) * ψ y ^ 2 :=
    weighted_sq_le_of_critical hD hw hq hq' hx hy hxy hcy
  rw [mul_assoc, mul_assoc] at h2
  exact le_of_mul_le_mul_left h2 hc

/-- On `(0, 1)` the function `x - x³` solves the wave equation with `q = 6 / (1 - x²)`, which is
positive and has positive derivative. -/
theorem sonin_witness :
    SolvesWave (Ioo 0 1) (fun x => 6 / (1 - x ^ 2)) (fun x => x - x ^ 3)
      (fun x => 1 - 3 * x ^ 2) ∧
    ∀ x ∈ Ioo (0 : ℝ) 1, 0 < 6 / (1 - x ^ 2) ∧
      HasDerivAt (fun t : ℝ => 6 / (1 - t ^ 2)) (12 * x / (1 - x ^ 2) ^ 2) x ∧
      0 < 12 * x / (1 - x ^ 2) ^ 2 := by
  have hp : ∀ x ∈ Ioo (0 : ℝ) 1, 0 < 1 - x ^ 2 := fun x hx => by nlinarith [hx.1, hx.2]
  have h2 : ∀ x : ℝ, HasDerivAt (fun t : ℝ => t ^ 2) (2 * x) x := fun x => by
    simpa using hasDerivAt_pow 2 x
  refine ⟨⟨fun x _ => ?_, fun x hx => ?_⟩, fun x hx => ⟨?_, ?_, ?_⟩⟩
  · exact ((hasDerivAt_id' x).fun_sub (hasDerivAt_pow 3 x)).congr_deriv (by norm_num)
  · have e : 6 / (1 - x ^ 2) * (x - x ^ 3) = 6 * x := by
      rw [div_mul_eq_mul_div, div_eq_iff (hp x hx).ne']
      ring
    exact (((h2 x).const_mul 3).const_sub 1).congr_deriv (by linarith)
  · exact div_pos (by norm_num) (hp x hx)
  · exact ((hasDerivAt_const x (6 : ℝ)).fun_div ((h2 x).const_sub 1)
      (hp x hx).ne').congr_deriv (by ring)
  · exact div_pos (by linarith [hx.1]) (pow_pos (hp x hx) 2)

end

end SoninPolya
```

```lean
#print axioms SoninPolya.sonin_lt
-- 'SoninPolya.sonin_lt' depends on axioms: [propext, Classical.choice, Quot.sound]
#print axioms SoninPolya.schrodinger_amplitude
-- 'SoninPolya.schrodinger_amplitude' depends on axioms: [propext, Classical.choice, Quot.sound]
```

## From the product rule to monotonicity

The lemma `hasDerivAt_sq` supplies the derivative $2ff'$ of a square. `hasDerivAt_sonin` combines it with the sum and quotient rules. The equation enters through `h.deriv_psi'`, which already gives $-q\psi$ as the derivative of $\psi'$. The step `congr_deriv` leaves the algebraic identity between the derivative so obtained and $-q'\psi'^2/q^2$; `field_simp` clears the denominators and `ring` carries out the cancellation. `hasDerivAt_companion` does the same for $P$ with the product rule.

`sonin_antitoneOn` passes from the sign of $S'$ to monotonicity by Mathlib's `antitoneOn_of_deriv_nonpos`. This asks for continuity on `D`, and for differentiability and a nonpositive derivative in its interior.

In `abs_le_of_critical`, `hSx` evaluates $S(x)$ at the critical point and `hk` records that $\psi'(y)^2/q(y)\ge 0$. Together they give the inequality between squares, which `sq_le_sq` turns into one between absolute values. `weighted_sq_le_of_critical` first proves that $P$ is nondecreasing, then discards the nonnegative term $\psi'(x)^2$.

## The contradiction behind the strict inequality

`sonin_lt` follows the argument by hand. `hconst` says that $S$ is constant between the two points, and `hslope` derives $\psi'=0$ there. To do so it compares two derivatives of $S$ at the same point: the general formula, and zero because $S$ is constant nearby. By `unique` they agree, which is impossible if $\psi'(z)\ne0$.

The proof then picks an intermediate point `m` and compares derivatives of $\psi'$ in the same way. This gives $q(m)\psi(m)=0$, and so `hψm`. Hence $S(x)=0$, and the final case split contradicts whichever of $\psi(x)$ and $\psi'(x)$ was assumed nonzero.

## The Schrödinger form and an explicit solution

`schrodinger_amplitude` sets $c=2m/\hbar^2$, introduced as the inverse of $\hbar^2/(2m)$, and takes $q=c(E-V)$. The `linear_combination` step multiplies the Schrödinger equation by $-c$ and rearranges it to $\psi''=-q\psi$. The two earlier bounds then apply, and the positive factor $c$ is cancelled from the second.

`sonin_witness` verifies an example with strictly increasing $q$: on $(0,1)$, $\psi=x-x^3$ and $q=6/(1-x^2)$. Indeed $\psi''=-6x$ and $q\psi=6x$, while $q'=12x/(1-x^2)^2>0$. The only critical point in this interval is $x=1/\sqrt3$, where $\psi=2/(3\sqrt3)\approx0.385$. With unit norm on $(0,1)$ the function is $\sqrt{105/8}\,(x-x^3)$ and its peak is about $1.39$; this rescaling leaves the equation and the inequalities intact.
